# Local convergence of linear mixing when the damped Jacobian has norm below one

A self-consistent-field loop that feeds its output straight back as the next input can run away from the solution even when it starts close to it. If the output responds to a small input error with a factor of −3, the error changes sign and roughly triples in every cycle for as long as it stays small. Mixing some of the old input into the new one damps this response, but too large a share of output leaves the loop unstable. A condition on the response at the solution tells us when a given share is safe, for starts close enough to that solution.

## The error estimate by hand

Let E be a real normed space and F : E → E a self-consistency map with F(p) = p. In an electronic-structure calculation x might be an input density and F(x) the density computed from it. Suppose that F has Fréchet derivative J at p, a bounded linear operator with

F(p + h) = p + Jh + o(‖h‖).

For a real mixing parameter a, define the mixed update G and the operator A by

G(x) = (1 − a)x + aF(x),

A = (1 − a)I + aJ.

The claim is that if ‖A‖ < q < 1, there is a radius r > 0 such that every iteration xₙ₊₁ = G(xₙ) with ‖x₀ − p‖ < r stays in that ball and satisfies

‖xₙ − p‖ ≤ qⁿ‖x₀ − p‖.

Mixing does not change the solutions, because

G(x) − x = a(F(x) − x),

so for a ≠ 0 the left side vanishes exactly when F(x) = x. Near p, inserting the expansion of F gives

G(p + h) = (1 − a)(p + h) + a(p + Jh) + o(‖h‖) = p + Ah + o(‖h‖).

Put c = q − ‖A‖, which is positive. By the meaning of o(‖h‖), there is r > 0 such that ‖x − p‖ < r implies

‖G(x) − p − A(x − p)‖ ≤ c‖x − p‖.

The triangle inequality then yields

‖G(x) − p‖ ≤ c‖x − p‖ + ‖A‖‖x − p‖ = q‖x − p‖.

Now suppose that xₙ lies in the ball and obeys the claimed bound. Since q < 1, xₙ₊₁ is no farther from p than xₙ and lies in the ball too. Its error is at most q · qⁿ‖x₀ − p‖ = qⁿ⁺¹‖x₀ − p‖. The case n = 0 is immediate, so the claim follows by induction. As qⁿ → 0, the iterates converge to p.

## Single modes and the range of the mixing parameter

For the linear-response map F(x) = p + J(x − p), take an error v with Jv = μv, μ real, and write s = 1 − a + aμ. If xₙ = p + sⁿv, then

xₙ₊₁ = (1 − a)(p + sⁿv) + a(p + μsⁿv) = p + sⁿ⁺¹v.

The error norm is therefore |s|ⁿ‖v‖, which grows without bound if |s| > 1 and v ≠ 0. Since s = 1 − a(1 − μ), the condition |s| < 1 means 0 < a(1 − μ) < 2. For μ < 1, division by 1 − μ gives

0 < a < 2/(1 − μ).

Among several eigenvalues below one, the smallest sets the tightest upper limit.

## A quadratic map with response −3

Take F(x) = −3x + x² on the real line, with p = 0 and J = −3. Without mixing, the start 0.5 goes to −1.25 and then to 5.3125. The window for μ = −3 is 0 < a < 0.5. With a = 0.3,

G(x) = 0.7x + 0.3(−3x + x²) = −0.2x + 0.3x².

Here ‖A‖ = 0.2. Choose q = 0.5. For |x| < 1 we have |G(x)| ≤ (0.2 + 0.3|x|)|x| ≤ 0.5|x|, so r = 1 works. From x₀ = 0.5 the next values are −0.025 and 0.0051875, within the bounds 0.25 and 0.125.

## The update, its Jacobian and the response model in Lean

The space `E` carries a norm and real scalars. Neither completeness nor finite dimension is assumed, and complex Hermitian matrices also fit, regarded as a real space.

```lean
import Mathlib

open Filter Topology Metric

namespace LinearMixingStability

variable {E : Type*} [NormedAddCommGroup E] [NormedSpace ℝ E]
```

The function `mix a F` is G. The convention is that `a` weights the new output, so `a = 1` is the undamped loop.

```lean
/-- One step of linear mixing: the new input is the old input `x` with weight `1 - a`
plus the output `F x` with weight `a`. -/
def mix (a : ℝ) (F : E → E) (x : E) : E := (1 - a) • x + a • F x
```

The operator A is `mixJacobian a J`. The type `E →L[ℝ] E` consists of continuous linear maps, and the norm on it is the operator norm induced by the norm of `E`.

```lean
/-- The operator `(1 - a) I + a J` built from a Jacobian `J` and a mixing parameter `a`. -/
noncomputable def mixJacobian (a : ℝ) (J : E →L[ℝ] E) : E →L[ℝ] E :=
  (1 - a) • ContinuousLinearMap.id ℝ E + a • J
```

The next definition is the linear model used for single modes. The main theorem concerns a general `F`.

```lean
/-- The linear-response model of a self-consistency map: the output deviates from `p` by `J`
applied to the deviation of the input. -/
def linearResponse (p : E) (J : E →L[ℝ] E) (x : E) : E := p + J (x - p)
```

## Stationary points and the derivative of the update

The first theorem says that for `a ≠ 0` a point is unchanged by mixing exactly when it is self-consistent. Its auxiliary equation `h` is the residual identity G(x) − x = a(F(x) − x). A scalar multiple vanishes only if one factor does, and `ha` rules out the scalar.

```lean
/-- For a nonzero mixing parameter, the mixed update is stationary exactly at the
self-consistent points of `F`. -/
theorem mix_eq_self_iff {a : ℝ} (ha : a ≠ 0) (F : E → E) (x : E) :
    mix a F x = x ↔ F x = x := by
  -- the mixed step is `a` times the residual
  have h : mix a F x - x = a • (F x - x) := by
    unfold mix
    module
  rw [← sub_eq_zero, h, smul_eq_zero, sub_eq_zero]
  simp [ha]
```

The hypothesis `HasFDerivAt F J p` is the expansion of F at p. It requires differentiability at that one point only. The proof adds the derivatives of the two weighted terms.

```lean
/-- If `F` has Fréchet derivative `J` at `p`, the mixed update has derivative
`(1 - a) I + a J` there. -/
theorem hasFDerivAt_mix (a : ℝ) {F : E → E} {J : E →L[ℝ] E} {p : E}
    (hF : HasFDerivAt F J p) : HasFDerivAt (mix a F) (mixJacobian a J) p := by
  have h := ((hasFDerivAt_id (𝕜 := ℝ) p).const_smul (1 - a)).add (hF.const_smul a)
  exact h
```

## One step inside a small ball

The theorem `mix_step_bound` gives a ball on which a single step multiplies the error by at most `q`. The positive gap c appears as `hc`, and `hlin.def hc` turns the little-o statement into an inequality on a ball. Mathlib states that inequality for the displacement, so the proof sets h = x − p. The bound `h1` controls the linearisation error, `h2` is ‖A(x − p)‖ ≤ ‖A‖‖x − p‖, and the `calc` block applies the triangle inequality.

```lean
/-- If `F p = p`, `F` has Fréchet derivative `J` at `p` and `q` is larger than the norm of
`(1 - a) I + a J`, then in some ball about `p` one mixing step multiplies the distance to `p` by at
most `q`. -/
theorem mix_step_bound {a q : ℝ} {F : E → E} {J : E →L[ℝ] E} {p : E}
    (hp : F p = p) (hF : HasFDerivAt F J p) (hJ : ‖mixJacobian a J‖ < q) :
    ∃ r > 0, ∀ x ∈ ball p r, ‖mix a F x - p‖ ≤ q * ‖x - p‖ := by
  have hfix : mix a F p = p := by
    unfold mix
    rw [hp]
    module
  -- the gap between `q` and the norm pays for the linearisation error
  have hc : 0 < q - ‖mixJacobian a J‖ := sub_pos.2 hJ
  have hlin := hasFDerivAt_iff_isLittleO_nhds_zero.1 (hasFDerivAt_mix a hF)
  obtain ⟨r, hr, hball⟩ := Metric.eventually_nhds_iff_ball.1 (hlin.def hc)
  refine ⟨r, hr, fun x hx => ?_⟩
  have hx' : x - p ∈ ball (0 : E) r := by
    rw [mem_ball_zero_iff]
    exact mem_ball_iff_norm.1 hx
  have h1 : ‖mix a F (p + (x - p)) - mix a F p - mixJacobian a J (x - p)‖
      ≤ (q - ‖mixJacobian a J‖) * ‖x - p‖ := hball _ hx'
  rw [add_sub_cancel, hfix] at h1
  have h2 := (mixJacobian a J).le_opNorm (x - p)
  calc ‖mix a F x - p‖
      = ‖(mix a F x - p - mixJacobian a J (x - p)) + mixJacobian a J (x - p)‖ := by
        rw [sub_add_cancel]
    _ ≤ ‖mix a F x - p - mixJacobian a J (x - p)‖ + ‖mixJacobian a J (x - p)‖ :=
        norm_add_le _ _
    _ ≤ q * ‖x - p‖ := by linarith
```

## The geometric bound for all iterates

In `linear_mixing_stable`, `(mix a F)^[n] x₀` is xₙ. The existence of the fixed point is assumed through `hp`, and `hJ` with `hq` expresses the physical condition that the damped linear response shrinks all deviations at least by a common factor below one in the chosen norm. The radius comes before `x₀` and `n` in the statement, so one ball serves all starts and all steps. The theorem gives no formula for its size.

The induction carries both membership in the ball and the error bound, since the one-step estimate may be applied to xₙ only after xₙ is known to lie in the ball. The rewrite with `Function.iterate_succ_apply'` exposes the latest update, and the two branches after `constructor` are the two halves of the induction step.

```lean
/-- Stability of linear mixing: if `F p = p`, `F` has derivative `J` at `p` and
`‖(1 - a) I + a J‖ < q < 1`, then from every start in some ball about `p` the mixed iterates
stay in the ball and their error after `n` steps is at most `q ^ n` times the initial error. -/
theorem linear_mixing_stable {a q : ℝ} {F : E → E} {J : E →L[ℝ] E} {p : E}
    (hp : F p = p) (hF : HasFDerivAt F J p) (hJ : ‖mixJacobian a J‖ < q) (hq : q < 1) :
    ∃ r > 0, ∀ x₀ ∈ ball p r, ∀ n : ℕ,
      (mix a F)^[n] x₀ ∈ ball p r ∧ ‖(mix a F)^[n] x₀ - p‖ ≤ q ^ n * ‖x₀ - p‖ := by
  have hq0 : 0 ≤ q := (norm_nonneg _).trans hJ.le
  obtain ⟨r, hr, hstep⟩ := mix_step_bound hp hF hJ
  refine ⟨r, hr, fun x₀ hx₀ n => ?_⟩
  induction n with
  | zero => exact ⟨hx₀, by simp⟩
  | succ n ih =>
    obtain ⟨hmem, hbound⟩ := ih
    have h := hstep _ hmem
    rw [Function.iterate_succ_apply']
    constructor
    · -- the error does not grow, so the iterate cannot leave the ball
      rw [mem_ball_iff_norm] at hmem ⊢
      have h' := mul_le_of_le_one_left (norm_nonneg ((mix a F)^[n] x₀ - p)) hq.le
      linarith
    · calc ‖mix a F ((mix a F)^[n] x₀) - p‖
          ≤ q * ‖(mix a F)^[n] x₀ - p‖ := h
        _ ≤ q * (q ^ n * ‖x₀ - p‖) := mul_le_mul_of_nonneg_left hbound hq0
        _ = q ^ (n + 1) * ‖x₀ - p‖ := by ring
```

For convergence the hypothesis mentions no `q`. The proof picks one between ‖A‖ and 1 with `exists_between`, then squeezes the error between zero and qⁿ‖x₀ − p‖.

```lean
/-- If `F p = p`, `F` has derivative `J` at `p` and `‖(1 - a) I + a J‖ < 1`, the mixed iterates
converge to `p` from every start in some ball about `p`. -/
theorem linear_mixing_converges {a : ℝ} {F : E → E} {J : E →L[ℝ] E} {p : E}
    (hp : F p = p) (hF : HasFDerivAt F J p) (hJ : ‖mixJacobian a J‖ < 1) :
    ∃ r > 0, ∀ x₀ ∈ ball p r, Tendsto (fun n : ℕ => (mix a F)^[n] x₀) atTop (𝓝 p) := by
  obtain ⟨q, hJq, hq⟩ := exists_between hJ
  have hq0 : 0 ≤ q := (norm_nonneg _).trans hJq.le
  obtain ⟨r, hr, h⟩ := linear_mixing_stable hp hF hJq hq
  refine ⟨r, hr, fun x₀ hx₀ => ?_⟩
  rw [tendsto_iff_norm_sub_tendsto_zero]
  have hlim : Tendsto (fun n : ℕ => q ^ n * ‖x₀ - p‖) atTop (𝓝 0) := by
    simpa using (tendsto_pow_atTop_nhds_zero_of_lt_one hq0 hq).mul_const ‖x₀ - p‖
  exact squeeze_zero (fun n => norm_nonneg _) (fun n => (h x₀ hx₀ n).2) hlim
```

For an SCF calculation with a fixed mixing parameter, this guarantees convergence of linear mixing from inputs sufficiently close to a self-consistent solution at which F is differentiable, provided that the norm condition holds there.

## Growth and decay of an eigenmode

The theorem `mode_iterate` gives the exact iterates of the linear-response model for a real eigenvalue. The vector `v` need not be normalised. The induction repeats the calculation of xₙ₊₁ above, with `module` collecting the coefficients.

```lean
/-- In the linear-response model, an initial error `v` with `J v = μ v` is multiplied by exactly
`1 - a + a μ` in every mixing step. -/
theorem mode_iterate (a : ℝ) {μ : ℝ} (p : E) {J : E →L[ℝ] E} {v : E}
    (hv : J v = μ • v) (n : ℕ) :
    (mix a (linearResponse p J))^[n] (p + v) = p + (1 - a + a * μ) ^ n • v := by
  induction n with
  | zero => simp
  | succ n ih =>
    rw [Function.iterate_succ_apply', ih]
    unfold mix linearResponse
    rw [add_sub_cancel_left, map_smul, hv, pow_succ]
    module
```

Taking norms gives |s|ⁿ‖v‖, recorded as `hnorm`. Divergence then follows from the growth of powers of a number above one, with `hv0` ensuring that ‖v‖ is positive. This is a statement about the linear model; a nonlinear map may stop the growth once the error is large.

```lean
/-- In the linear-response model, a nonzero initial error `v` with `J v = μ v` grows without
bound under mixing when `|1 - a + a μ| > 1`. -/
theorem mode_diverges {a μ : ℝ} (p : E) {J : E →L[ℝ] E} {v : E}
    (hv : J v = μ • v) (hv0 : v ≠ 0) (h : 1 < |1 - a + a * μ|) :
    Tendsto (fun n : ℕ => ‖(mix a (linearResponse p J))^[n] (p + v) - p‖) atTop atTop := by
  have hnorm : ∀ n : ℕ, ‖(mix a (linearResponse p J))^[n] (p + v) - p‖
      = |1 - a + a * μ| ^ n * ‖v‖ := by
    intro n
    rw [mode_iterate a p hv n, add_sub_cancel_left, norm_smul, norm_pow, Real.norm_eq_abs]
  simp only [hnorm]
  exact (tendsto_pow_atTop_atTop_of_one_lt h).atTop_mul_const (norm_pos_iff.2 hv0)
```

The last theorem is the scalar equivalence for the mixing parameter. Both directions pass through the product a(1 − μ), whose sign is that of a because 1 − μ is positive.

```lean
/-- For a real number `μ < 1`, the factor `1 - a + a μ` has modulus below one exactly when the
mixing parameter satisfies `0 < a < 2 / (1 - μ)`. -/
theorem mixing_window {a μ : ℝ} (hμ : μ < 1) :
    |1 - a + a * μ| < 1 ↔ 0 < a ∧ a < 2 / (1 - μ) := by
  have hpos : 0 < 1 - μ := sub_pos.2 hμ
  rw [abs_lt, lt_div_iff₀ hpos]
  constructor
  · rintro ⟨h1, h2⟩
    have h3 : 0 < a * (1 - μ) := by linarith
    exact ⟨(mul_pos_iff_of_pos_right hpos).1 h3, by linarith⟩
  · rintro ⟨h1, h2⟩
    have h3 : 0 < a * (1 - μ) := mul_pos h1 hpos
    constructor <;> linarith

end LinearMixingStability
```

```lean
#print axioms LinearMixingStability.mix_eq_self_iff
#print axioms LinearMixingStability.linear_mixing_converges
#print axioms LinearMixingStability.mode_diverges
#print axioms LinearMixingStability.mixing_window
```

```
'LinearMixingStability.mix_eq_self_iff' depends on axioms: [propext, Classical.choice, Quot.sound]
'LinearMixingStability.linear_mixing_converges' depends on axioms: [propext, Classical.choice, Quot.sound]
'LinearMixingStability.mode_diverges' depends on axioms: [propext, Classical.choice, Quot.sound]
'LinearMixingStability.mixing_window' depends on axioms: [propext, Classical.choice, Quot.sound]
```

It would be wrong to check this window for each eigenvalue of J and then invoke `linear_mixing_stable`, which asks for a norm. On ℝ² with the Euclidean norm, let J(x, y) = (2y, 0). Its only eigenvalue is 0, so a = 1 lies in the window and s = 0. Yet A = J sends (0, 1) to (2, 0), so ‖A‖ = 2. The linear-response iteration does reach p in two steps, but the first step can double the error, so on every ball the bound ‖xₙ − p‖ ≤ qⁿ‖x₀ − p‖ fails for each q < 1.
